# The icosahedron adjacency matrix has eigenvalues $5$, $\sqrt5$, $-1$, $-\sqrt5$ with multiplicities 1, 3, 5, 3

Let $\varphi = (1+\sqrt5)/2$ and put twelve sites at $(0,\pm1,\pm\varphi)$ and the cyclic permutations of these coordinates, the vertices of an icosahedron of edge 2. Let $A$ be the $12\times12$ matrix with $A_{uv}=1$ when sites $u$ and $v$ are at squared distance 4 (nearest neighbours) and $A_{uv}=0$ otherwise. With one s-type orbital per site, taken as orthonormal, my Hückel Hamiltonian is $H=\alpha\mathbb 1+\beta A$, where $\alpha$ is the energy of an isolated orbital and $\beta$ is the hopping along an edge, the same for all edges.

Numerical diagonalisation suggests

$$\det(x\mathbb 1-A)=(x-5)(x+1)^5(x^2-5)^3,$$

which for $\beta\neq0$ means four levels with degeneracies 1, 3, 5 and 3. I would like an exact derivation that starts from the coordinates and not from a typed-in neighbour table, and I would like it checked by a proof assistant. Can that be done in Lean 4?

## Inversion splits the matrix into two $6\times6$ blocks

It can, and inversion is the only symmetry operation needed. Choose one vertex on each five-fold axis,

$$a_0=(0,1,\varphi),\quad a_1=(0,1,-\varphi),\quad a_2=(1,\varphi,0),\quad a_3=(1,-\varphi,0),\quad a_4=(\varphi,0,1),\quad a_5=(-\varphi,0,1),$$

so that the twelve sites are $+a_i$ and $-a_i$ for $i=0,\dots,5$. From $\varphi^2=\varphi+1$ each vector has $a_i\cdot a_i=1+\varphi^2=\varphi+2$, and two different vectors have scalar product $\pm\varphi$, for example $a_0\cdot a_1=1-\varphi^2=-\varphi$ and $a_0\cdot a_2=\varphi$. Collect the signs in a symmetric matrix $S$ with zero diagonal:

$$a_i\cdot a_j=(\varphi+2)\,\delta_{ij}+\varphi\,S_{ij}.$$

The squared distances follow from $|a_i\mp a_j|^2=2(\varphi+2)\mp2\,a_i\cdot a_j$:

| case | $\lvert a_i-a_j\rvert^2$ | $\lvert a_i+a_j\rvert^2$ |
|---|---|---|
| $i=j$ | $0$ | $4\varphi+8$ |
| $S_{ij}=+1$ | $4$ | $4\varphi+4$ |
| $S_{ij}=-1$ | $4\varphi+4$ | $4$ |

Since $\varphi>0$, the value 4 occurs in exactly two cells. Let $K$ be the $6\times6$ matrix with zeros on the diagonal and ones elsewhere. Sites of the same sign are neighbours when $S_{ij}=+1$, which is the matrix $P=(K+S)/2$, and sites of opposite sign are neighbours when $S_{ij}=-1$, which is $Q=(K-S)/2$. Listing the $+a_i$ first,

$$A=\begin{pmatrix}P&Q\\Q&P\end{pmatrix}.$$

For a six-component vector $v$, $A(v,v)=((P+Q)v,(P+Q)v)$ and $A(v,-v)=((P-Q)v,-(P-Q)v)$. So $A$ acts as $P+Q=K$ on orbitals even under inversion and as $P-Q=S$ on odd ones, and its characteristic polynomial is the product of those of $K$ and $S$.

In the even block, $(Kv)_i=\sum_j v_j-v_i$. The uniform vector has eigenvalue 5; on the twelve sites it is the orbital with normalised coefficient $1/\sqrt{12}$ everywhere. Every vector with zero sum has eigenvalue $-1$, and these form a five-dimensional space. The factor is $(x-5)(x+1)^5$.

For the odd block, let $V$ be the $6\times3$ matrix with rows $a_i$, so that $G=VV^{T}=(\varphi+2)\mathbb 1+\varphi S$. Summing over the six rows gives $V^{T}V=2(\varphi+2)\mathbb 1$, because each squared coordinate sums to $2+2\varphi^2$ and the mixed products cancel in pairs. Hence $G$ equals $2(\varphi+2)$ on the three columns of $V$ and 0 on their three-dimensional orthogonal complement. With $(\varphi+2)/\varphi=\varphi+1/\varphi=\sqrt5$, the matrix $S=(G-(\varphi+2)\mathbb 1)/\varphi$ has eigenvalues $+\sqrt5$ and $-\sqrt5$, three times each. In particular $S^2=5\cdot\mathbb 1$, and the factor is $(x^2-5)^3$.

For an energy $E$ and $\beta\neq0$, set $t=(E-\alpha)/\beta$. Then $E\mathbb 1-H=\beta(t\mathbb 1-A)$, the determinant picks up $\beta^{12}$, and distributing it as $\beta\cdot\beta^5\cdot\beta^6$ gives

$$\det(E\mathbb 1-H)=(E-\alpha-5\beta)\,(E-\alpha+\beta)^5\,\big((E-\alpha)^2-5\beta^2\big)^3 .$$

The roots are $\alpha+5\beta$, $\alpha+\sqrt5\beta$, $\alpha-\beta$ and $\alpha-\sqrt5\beta$, in increasing order when $\beta<0$. In this non-interacting model with one orbital per site and a single hopping parameter, two electrons per orbital then close shells at 2, 8, 18 and 24 electrons for $\beta<0$, and the exact spectrum can be compared with the output of a tight-binding code for the same cluster.

In the limit $\beta=0$ the sites decouple, the formula reduces to $(E-\alpha)^{1+5+6}=(E-\alpha)^{12}$, and the four levels merge into one twelve-fold level at $\alpha$. The degeneracies 1, 3, 5, 3 of $H$ therefore need $\beta\neq0$, while the determinant formula holds in both cases.

## What the Lean definitions and theorems say

The type `Vertex` is `Fin 6 ⊕ Fin 6`: index $i$ in the left copy is the site $+a_i$ and in the right copy the site $-a_i$, which is what `pos` encodes from the table `axis`. The matrix `adjacency` is your $A$, defined by testing whether the dot product of the difference of positions with itself equals 4; the diagonal vanishes because the distance there is 0. The matrix `huckel α β` is $H$. `K` and `S` occur only in intermediate lemmas, and although `S` is typed in, `axis_gram` ties it to the coordinates. Mathlib's `charpoly` is $\det(x\mathbb 1-M)$ for a matrix $M$, a polynomial in the variable `X`, and `C r` is the constant polynomial with real value `r`.

There are three final results, none with a hypothesis. `charpoly_adjacency` is your factorisation, as an identity of real polynomials. `secular_determinant` is the formula for $\det(E\mathbb 1-H)$ for all real `α β E`, with either sign of $\beta$ and with $\beta=0$. `levels` says that the twelve numbers `adjacency_isHermitian.eigenvalues`, one per vector of an orthonormal eigenbasis, form the multiset with $5$ once, $\sqrt5$ three times, $-1$ five times and $-\sqrt5$ three times. A multiset records multiplicities and ignores order, so the counts are the degeneracies.

`levels` concerns $A$; the energies of $H$ are read off as the roots in $E$ of the secular determinant. The unit matrix multiplying `E` is the assumption of zero overlap between orbitals. The degeneracies count spatial orbitals without spin, and the model has no electron repulsion, no longer-range hopping, no central atom and no distortion. The group $I_h$ is not defined in the file, so the usual labels $A_g$, $T_{1u}$, $H_g$, $T_{2u}$ for these four levels, and the explicit eigenvectors above, are background that the theorems do not state.

```lean
import Mathlib

open Matrix Polynomial

namespace IcosahedralCluster

noncomputable section

/-- The golden ratio. -/
def phi : ℝ := (1 + √5) / 2

/-- One vertex on each of the six five-fold axes of the icosahedron of edge length 2. -/
def axis : Fin 6 → Fin 3 → ℝ :=
  ![![0, 1, phi], ![0, 1, -phi], ![1, phi, 0], ![1, -phi, 0], ![phi, 0, 1], ![-phi, 0, 1]]

/-- The twelve sites: six chosen vertices and their antipodes. -/
abbrev Vertex := Fin 6 ⊕ Fin 6

/-- Cartesian position of a site. -/
def pos : Vertex → Fin 3 → ℝ := Sum.elim axis (fun i => -axis i)

/-- Adjacency matrix: two sites are coupled when their squared distance is 4. -/
def adjacency : Matrix Vertex Vertex ℝ :=
  of fun u v => if (pos u - pos v) ⬝ᵥ (pos u - pos v) = 4 then 1 else 0

/-- Hückel Hamiltonian with on-site energy `α` and nearest-neighbour hopping `β`. -/
def huckel (α β : ℝ) : Matrix Vertex Vertex ℝ :=
  α • (1 : Matrix Vertex Vertex ℝ) + β • adjacency

/-- Matrix coupling each of the six axes to all the others. -/
def K : Matrix (Fin 6) (Fin 6) ℝ := of fun i j => if i = j then 0 else 1

/-- Signs of the scalar products between different axis vectors. -/
def S : Matrix (Fin 6) (Fin 6) ℝ :=
  !![0, -1, 1, -1, 1, 1; -1, 0, 1, -1, -1, -1; 1, 1, 0, -1, 1, -1;
     -1, -1, -1, 0, 1, -1; 1, -1, 1, 1, 0, -1; 1, -1, -1, -1, -1, 0]

/-- An invertible change of basis `T` preserves the characteristic polynomial. -/
theorem charpoly_of_basis_change {n R : Type*} [Fintype n] [DecidableEq n] [CommRing R]
    (M U T W : Matrix n n R) (hW : W * T = 1) (hM : M * T = T * U) :
    M.charpoly = U.charpoly := by
  have hT : T * W = 1 := mul_eq_one_comm.mp hW
  have h : M = T * (U * W) := by rw [← mul_assoc, ← hM, mul_assoc, hT, mul_one]
  rw [h, Matrix.charpoly_mul_comm, mul_assoc, hW, mul_one]

/-- For a matrix invariant under exchange of two halves, the characteristic polynomial is the
product of those of the even block `P + Q` and the odd block `P - Q`. -/
theorem charpoly_inversion_blocks {n R : Type*} [Fintype n] [DecidableEq n] [CommRing R]
    (P Q : Matrix n n R) :
    (fromBlocks P Q Q P).charpoly = (P + Q).charpoly * (P - Q).charpoly := by
  rw [charpoly_of_basis_change _ (fromBlocks (P + Q) Q 0 (P - Q)) (fromBlocks 1 0 1 1)
    (fromBlocks 1 0 (-1) 1) (by simp [fromBlocks_multiply])
    (by simp [fromBlocks_multiply, add_comm]), Matrix.charpoly_fromBlocks_zero₂₁]

/-- Axis vectors have squared length `φ + 2` and mutual scalar products `φ S i j`. -/
theorem axis_gram (i j : Fin 6) :
    axis i ⬝ᵥ axis j = (if i = j then phi + 2 else 0) + phi * S i j := by
  have h5 : √5 * √5 = 5 := Real.mul_self_sqrt (by norm_num)
  have hphi : phi * phi = phi + 1 := by
    unfold phi
    linear_combination (1 / 4) * h5
  fin_cases i <;> fin_cases j <;>
    simp [axis, S, dotProduct, Fin.sum_univ_three] <;> linarith

/-- The adjacency matrix has blocks `(K + S)/2` within each half of the sites and
`(K - S)/2` between a half and its antipodes. -/
theorem adjacency_eq_blocks :
    adjacency = fromBlocks ((1 / 2 : ℝ) • (K + S)) ((1 / 2 : ℝ) • (K - S))
      ((1 / 2 : ℝ) • (K - S)) ((1 / 2 : ℝ) • (K + S)) := by
  have hpos : 0 < phi := by unfold phi; positivity
  have hexp : ∀ x y : Fin 3 → ℝ, (x - y) ⬝ᵥ (x - y) = x ⬝ᵥ x + y ⬝ᵥ y - 2 * (x ⬝ᵥ y) := by
    intro x y
    rw [sub_dotProduct, dotProduct_sub, dotProduct_sub, dotProduct_comm y x]
    ring
  have hS0 : ∀ i, S i i = 0 := by intro i; fin_cases i <;> simp [S]
  have hd : ∀ i, axis i ⬝ᵥ axis i = phi + 2 := by
    intro i
    rw [axis_gram, if_pos rfl, hS0]
    ring
  have hg : ∀ i j, axis i ⬝ᵥ axis j = (phi + 2) * (1 - K i j) + phi * S i j := by
    intro i j
    rw [axis_gram]
    simp only [K, of_apply]
    split_ifs <;> ring
  -- a pair of axis vectors is equal, acute or obtuse
  have hS : ∀ i j, (K i j = 0 ∧ S i j = 0) ∨ (K i j = 1 ∧ S i j = 1) ∨
      (K i j = 1 ∧ S i j = -1) := by
    intro i j
    fin_cases i <;> fin_cases j <;> simp [K, S]
  have h1 : ∀ i j, (if axis i ⬝ᵥ axis i + axis j ⬝ᵥ axis j - 2 * (axis i ⬝ᵥ axis j) = 4
      then (1 : ℝ) else 0) = 1 / 2 * (K i j + S i j) := by
    intro i j
    rw [hd i, hd j, hg i j]
    rcases hS i j with ⟨hk, hs⟩ | ⟨hk, hs⟩ | ⟨hk, hs⟩ <;> rw [hk, hs] <;>
      split_ifs with h' <;> first | linarith | exact absurd (by ring) h'
  have h2 : ∀ i j, (if axis i ⬝ᵥ axis i + axis j ⬝ᵥ axis j + 2 * (axis i ⬝ᵥ axis j) = 4
      then (1 : ℝ) else 0) = 1 / 2 * (K i j - S i j) := by
    intro i j
    rw [hd i, hd j, hg i j]
    rcases hS i j with ⟨hk, hs⟩ | ⟨hk, hs⟩ | ⟨hk, hs⟩ <;> rw [hk, hs] <;>
      split_ifs with h' <;> first | linarith | exact absurd (by ring) h'
  ext u v
  simp only [adjacency, of_apply, hexp]
  rcases u with i | i <;> rcases v with j | j <;>
    simp only [pos, Sum.elim_inl, Sum.elim_inr, fromBlocks_apply₁₁, fromBlocks_apply₁₂,
      fromBlocks_apply₂₁, fromBlocks_apply₂₂, Matrix.smul_apply, Matrix.add_apply,
      Matrix.sub_apply, smul_eq_mul, neg_dotProduct, dotProduct_neg, neg_neg, mul_neg,
      sub_neg_eq_add] <;>
    first | exact h1 _ _ | exact h2 _ _

set_option maxHeartbeats 400000 in
/-- The block `K` has characteristic polynomial `(x - 5)(x + 1)^5`. -/
theorem charpoly_even_block : K.charpoly = (X - 5) * (X + 1) ^ 5 := by
  -- basis: the uniform vector, then five unit vectors
  rw [charpoly_of_basis_change K
    !![5, 1, 1, 1, 1, 1; 0, -1, 0, 0, 0, 0; 0, 0, -1, 0, 0, 0;
       0, 0, 0, -1, 0, 0; 0, 0, 0, 0, -1, 0; 0, 0, 0, 0, 0, -1]
    !![1, 0, 0, 0, 0, 0; 1, 1, 0, 0, 0, 0; 1, 0, 1, 0, 0, 0;
       1, 0, 0, 1, 0, 0; 1, 0, 0, 0, 1, 0; 1, 0, 0, 0, 0, 1]
    !![1, 0, 0, 0, 0, 0; -1, 1, 0, 0, 0, 0; -1, 0, 1, 0, 0, 0;
       -1, 0, 0, 1, 0, 0; -1, 0, 0, 0, 1, 0; -1, 0, 0, 0, 0, 1],
    Matrix.charpoly_of_isUpperTriangular, Fin.prod_univ_six]
  · change (X - C (5 : ℝ)) * (X - C (-1)) * (X - C (-1)) * (X - C (-1)) * (X - C (-1))
      * (X - C (-1)) = _
    rw [C_neg, C_1, map_ofNat C 5]
    ring
  · intro i j h
    fin_cases i <;> fin_cases j <;> first | exact absurd h (by decide) | rfl
  · ext i j
    fin_cases i <;> fin_cases j <;> simp [Matrix.mul_apply, Fin.sum_univ_six]
  · ext i j
    fin_cases i <;> fin_cases j <;> simp [K, Matrix.mul_apply, Fin.sum_univ_six] <;> linarith

set_option maxHeartbeats 400000 in
/-- The block `S` has characteristic polynomial `(x^2 - 5)^3`. -/
theorem charpoly_odd_block : S.charpoly = (X ^ 2 - 5) ^ 3 := by
  obtain ⟨r, hr⟩ : ∃ r : ℝ, r * r = 5 := ⟨√5, Real.mul_self_sqrt (by norm_num)⟩
  have hC : (C r * C r : ℝ[X]) = 5 := by rw [← C_mul, hr, map_ofNat C 5]
  have hf : (X ^ 2 - 5 : ℝ[X]) = (X - C r) * (X + C r) := by linear_combination hC
  -- basis: `(S + r) e i`, then `e i`, for `i = 0, 1, 2`
  rw [charpoly_of_basis_change S
    !![r, 0, 0, 1, 0, 0; 0, r, 0, 0, 1, 0; 0, 0, r, 0, 0, 1;
       0, 0, 0, -r, 0, 0; 0, 0, 0, 0, -r, 0; 0, 0, 0, 0, 0, -r]
    !![r, -1, 1, 1, 0, 0; -1, r, 1, 0, 1, 0; 1, 1, r, 0, 0, 1;
       -1, -1, -1, 0, 0, 0; 1, -1, 1, 0, 0, 0; 1, -1, -1, 0, 0, 0]
    ((1 / 2 : ℝ) • !![0, 0, 0, -1, 0, 1; 0, 0, 0, -1, -1, 0; 0, 0, 0, 0, 1, -1;
       2, 0, 0, r - 1, -2, 1 - r; 0, 2, 0, r - 1, r - 1, 2; 0, 0, 2, 2, 1 - r, r - 1]),
    Matrix.charpoly_of_isUpperTriangular, Fin.prod_univ_six]
  · change (X - C r) * (X - C r) * (X - C r) * (X - C (-r)) * (X - C (-r)) * (X - C (-r)) = _
    rw [C_neg, hf]
    ring
  · intro i j h
    fin_cases i <;> fin_cases j <;> first | exact absurd h (by decide) | rfl
  · ext i j
    fin_cases i <;> fin_cases j <;> simp [Matrix.mul_apply, Fin.sum_univ_six] <;> linarith
  · ext i j
    fin_cases i <;> fin_cases j <;> simp [S, Matrix.mul_apply, Fin.sum_univ_six] <;> linarith

/-- The icosahedron adjacency matrix has characteristic polynomial
`(x - 5)(x + 1)^5 (x^2 - 5)^3`. -/
theorem charpoly_adjacency :
    adjacency.charpoly = (X - 5) * (X + 1) ^ 5 * (X ^ 2 - 5) ^ 3 := by
  have hK : (1 / 2 : ℝ) • (K + S) + (1 / 2 : ℝ) • (K - S) = K := by module
  have hS : (1 / 2 : ℝ) • (K + S) - (1 / 2 : ℝ) • (K - S) = S := by module
  rw [adjacency_eq_blocks, charpoly_inversion_blocks, hK, hS, charpoly_even_block,
    charpoly_odd_block]

/-- Factorised secular determinant of the Hückel Hamiltonian of the cluster. -/
theorem secular_determinant (α β E : ℝ) :
    (E • (1 : Matrix Vertex Vertex ℝ) - huckel α β).det
      = (E - α - 5 * β) * (E - α + β) ^ 5 * ((E - α) ^ 2 - 5 * β ^ 2) ^ 3 := by
  have hc : Fintype.card Vertex = 12 := by simp
  rcases eq_or_ne β 0 with rfl | hβ
  · have h : E • (1 : Matrix Vertex Vertex ℝ) - huckel α 0 = (E - α) • 1 := by
      unfold huckel; module
    rw [h, det_smul, det_one, hc]
    ring
  · -- measure the energy from `α` in units of `β`
    obtain ⟨t, rfl⟩ : ∃ t, E = α + β * t := ⟨(E - α) / β, by field_simp <;> ring⟩
    have h : (α + β * t) • (1 : Matrix Vertex Vertex ℝ) - huckel α β
        = β • (t • (1 : Matrix Vertex Vertex ℝ) - adjacency) := by
      unfold huckel; module
    have he := Matrix.eval_charpoly adjacency t
    rw [charpoly_adjacency, Matrix.scalar_apply, ← Matrix.smul_one_eq_diagonal] at he
    simp only [eval_mul, eval_pow, eval_sub, eval_add, eval_X, eval_one, eval_ofNat] at he
    rw [h, det_smul, hc, ← he]
    ring

/-- The adjacency matrix is symmetric. -/
theorem adjacency_isHermitian : adjacency.IsHermitian := by
  refine Matrix.IsHermitian.ext fun i j => ?_
  simp only [adjacency, of_apply, star_trivial]
  rw [← neg_sub (pos i) (pos j), neg_dotProduct, dotProduct_neg, neg_neg]

/-- The twelve eigenvalues are `5`, `√5`, `-1`, `-√5` with degeneracies 1, 3, 5, 3. -/
theorem levels :
    Finset.univ.val.map adjacency_isHermitian.eigenvalues
      = Multiset.replicate 1 5 + Multiset.replicate 3 √5 + Multiset.replicate 5 (-1)
        + Multiset.replicate 3 (-√5) := by
  have hC : (C √5 * C √5 : ℝ[X]) = 5 := by
    rw [← C_mul, Real.mul_self_sqrt (by norm_num), map_ofNat C 5]
  have hf : (X ^ 2 - 5 : ℝ[X]) = (X - C √5) * (X + C √5) := by linear_combination hC
  have hp : adjacency.charpoly = ((Multiset.replicate 1 5 + Multiset.replicate 3 √5
      + Multiset.replicate 5 (-1) + Multiset.replicate 3 (-√5) : Multiset ℝ).map
        fun a => X - C a).prod := by
    simp only [Multiset.map_add, Multiset.prod_add, Multiset.map_replicate,
      Multiset.prod_replicate]
    rw [charpoly_adjacency, hf, C_neg, C_neg, C_1, map_ofNat C 5]
    ring
  have h := adjacency_isHermitian.roots_charpoly_eq_eigenvalues
  rw [hp, roots_multiset_prod_X_sub_C] at h
  exact h.symm

end

end IcosahedralCluster
```

```lean
#print axioms IcosahedralCluster.charpoly_adjacency
#print axioms IcosahedralCluster.secular_determinant
#print axioms IcosahedralCluster.levels
```

```
'IcosahedralCluster.charpoly_adjacency' depends on axioms: [propext, Classical.choice, Quot.sound]
'IcosahedralCluster.secular_determinant' depends on axioms: [propext, Classical.choice, Quot.sound]
'IcosahedralCluster.levels' depends on axioms: [propext, Classical.choice, Quot.sound]
```

## Triangular forms replace the eigenvectors

The file never diagonalises a block. It brings each matrix to triangular form, which fixes the characteristic polynomial and avoids normalisation constants. The tool is `charpoly_of_basis_change`: from `hW : W * T = 1` and `hM : M * T = T * U` it writes $M=T(UW)$, swaps the two factors with `Matrix.charpoly_mul_comm`, and cancels $WT$. The columns of $T$ are the new basis, $U$ is the matrix $M$ in that basis, and $W$ is an explicit inverse of $T$.

`charpoly_inversion_blocks` is the parity split. The basis consists of even vectors $(v,v)$ and vectors $(0,v)$ supported on the antipodes, in place of $(v,\pm v)/\sqrt2$. In this basis the matrix is $\begin{pmatrix}P+Q&Q\\0&P-Q\end{pmatrix}$, and `Matrix.charpoly_fromBlocks_zero₂₁` multiplies the polynomials of the diagonal blocks. No division occurs, so the lemma holds over any commutative ring.

`axis_gram` derives $\varphi^2=\varphi+1$ as `hphi` and checks all 36 scalar products. `adjacency_eq_blocks` is the distance table: `hexp` expands the squared distance, `hS` lists the three rows, and `h1` and `h2` are the two columns, where `hpos` excludes $4\varphi+4=4$ and $4\varphi+8=4$. The closing case split on `u` and `v` sends same-sign pairs to `h1` and opposite-sign pairs to `h2`.

In `charpoly_even_block`, with $e_j$ the unit vectors and $w=(1,\dots,1)$ unnormalised, the basis is $w,e_1,\dots,e_5$. Here $Kw=5w$ and $Ke_j=w-e_j$, so $U$ is upper triangular with diagonal $5,-1,-1,-1,-1,-1$. After `Matrix.charpoly_of_isUpperTriangular` four goals remain: the product of the linear factors, triangularity of $U$, $WT=\mathbb 1$ and $KT=TU$, the last three checked entry by entry.

`charpoly_odd_block` takes a different route from the argument with $V$. It fixes a real $r$ with $r^2=5$ and uses the basis $f_i=(S+r\mathbb 1)e_i$ followed by $e_i$, for $i=0,1,2$. From $S^2e_i=5e_i$ one gets $Sf_i=5e_i+rSe_i=rf_i$, and $Se_i=f_i-re_i$ by definition, so the diagonal of $U$ is $r,r,r,-r,-r,-r$. The relation $S^2e_i=5e_i$ is not a separate lemma; it is contained in the entrywise check of $ST=TU$. The identity `hf` factorises $x^2-5$ as $(x-r)(x+r)$, which matches the claimed polynomial to the product of the diagonal factors.

`charpoly_adjacency` chains these results, with `hK` and `hS` supplying $P+Q=K$ and $P-Q=S$. `secular_determinant` splits on $\beta$. For $\beta=0$ the matrix is $(E-\alpha)\mathbb 1$ and `det_smul` gives the twelfth power. Otherwise it writes $E=\alpha+\beta t$, extracts $\beta^{12}$ by `det_smul`, and evaluates the polynomial at $t$ with `Matrix.eval_charpoly`.

`adjacency_isHermitian` holds because exchanging two sites reverses the difference vector and leaves its square unchanged. In `levels`, `hp` rewrites the characteristic polynomial as the product of $x-a$ over the numbers $a$ in the claimed multiset, `roots_multiset_prod_X_sub_C` identifies that multiset as the roots, and `roots_charpoly_eq_eigenvalues` equates the roots with the eigenvalues of the symmetric matrix.
